# For real symmetric L, non-real Q and real f, twice the real part of the solution of (L + Q)u = P f is a real rational function of L applied to f

Let L be a real symmetric matrix, such as minus the discrete Laplacian on a uniform periodic grid, P a complex number, Q a non-real one and f a real field on the grid. Then the complex Helmholtz equation (L + Q)u = P f has exactly one solution, and

2 Re u = (2 Re(P) L + 2 Re(P conj Q)) (L² + 2 Re(Q) L + |Q|²)⁻¹ f.

I meet this in orbital-free calculations, where a fitted kernel is applied by solving such equations. Can it be made rigorous, including the invertibility of both operators, and checked by machine?

## Factoring a real quadratic in L

Yes: the formula and both inverses follow from one factorisation and one sum of squares. Write a = Re Q, b = Im Q ≠ 0, and

D = L² + 2a L + |Q|².

Since Q + conj Q = 2a and Q conj Q = |Q|², multiplying out gives

(L + Q)(L + conj Q) = D.

For a real vector x, symmetry of L gives x·L²x = |Lx|². With |Q|² = a² + b²,

x·Dx = |Lx|² + 2a x·Lx + (a² + b²)|x|² = |(L + a)x|² + b²|x|².

If Dx = 0, both squares vanish, and b ≠ 0 forces x = 0. So D is injective and, being a finite square matrix, invertible. Then (L + conj Q)D⁻¹ is a right inverse of L + Q, which is therefore invertible too.

Now let g = D⁻¹f, which is real. The field P(L + conj Q)g satisfies

(L + Q) P(L + conj Q)g = P D g = P f,

so by uniqueness it is u. Since Lg and g are real,

2 Re u = 2 Re(P) Lg + 2 Re(P conj Q) g,

which is the formula.

If Lf = k f, then Df = (k² + 2ak + |Q|²)f, and the factor is (k + a)² + b² > 0. Hence

2 Re u = [(2 Re(P) k + 2 Re(P conj Q)) / (k² + 2ak + |Q|²)] f.

The bracket equals 2 Re(P/(k + Q)). In a kernel fit, P is thus a coefficient and −Q a pole position; non-real Q keeps the pole away from the real eigenvalues of L. Adding solutions for several pairs P_j, Q_j adds their brackets.

## One and two grid points

On a periodic chain with one point, both neighbours are the point itself, so L = 0. The equation is Qu = P f, and the formula reduces to 2 Re u = 2 Re(P conj Q) f/|Q|².

With two points, each is the other's neighbour on both sides, so L has rows (2, −2) and (−2, 2). Take Q = 2i, P = 1 + i and f = (1, 0). Then D = L² + 4 has rows (12, −8) and (−8, 12), and

D⁻¹f = (0.15, 0.10).

Here 2 Re(P) = 2 and 2 Re(P conj Q) = 4, so the remaining factor 2L + 4 has rows (8, −4) and (−4, 8), and

2 Re u = (0.8, 0.2).

Solving the complex equation directly gives u = (0.4 − 0.2i, 0.1 − 0.3i), in agreement.

## The Lean file

```lean
import Mathlib

open Matrix ComplexConjugate

namespace ComplexHelmholtzKernel

noncomputable section

variable {n : Type*} [Fintype n] [DecidableEq n]

/-- A real field on the grid, regarded as a complex field. -/
def toC {m : Type*} (f : m → ℝ) : m → ℂ := fun i => (f i : ℂ)

/-- The complex Helmholtz operator `L + Q`. -/
def helmholtz (L : Matrix n n ℝ) (Q : ℂ) : Matrix n n ℂ :=
  L.map Complex.ofReal + Q • (1 : Matrix n n ℂ)

/-- The real operator `L² + 2 Re(Q) L + |Q|²`. -/
def realDenom (L : Matrix n n ℝ) (Q : ℂ) : Matrix n n ℝ :=
  L * L + (2 * Q.re) • L + Complex.normSq Q • (1 : Matrix n n ℝ)

/-- The real rational function of `k` belonging to the pair `P`, `Q`. -/
def modeKernel (P Q : ℂ) (k : ℝ) : ℝ :=
  (2 * P.re * k + 2 * (P * conj Q).re) / (k ^ 2 + 2 * Q.re * k + Complex.normSq Q)

/-- The Helmholtz operator applied to a real field `g` gives `L g + Q g`. -/
theorem helmholtz_mulVec_toC (L : Matrix n n ℝ) (Q : ℂ) (g : n → ℝ) :
    helmholtz L Q *ᵥ toC g = toC (L *ᵥ g) + Q • toC g := by
  have h : L.map Complex.ofReal *ᵥ toC g = toC (L *ᵥ g) := by
    ext i
    simp [toC, Matrix.mulVec, dotProduct]
  rw [helmholtz, Matrix.add_mulVec, Matrix.smul_mulVec, Matrix.one_mulVec, h]

/-- The Helmholtz operators with shifts `Q` and `conj Q` multiply to the real operator
`L² + 2 Re(Q) L + |Q|²`. -/
theorem helmholtz_mul_conj (L : Matrix n n ℝ) (Q : ℂ) :
    helmholtz L Q * helmholtz L (conj Q) = (realDenom L Q).map Complex.ofReal := by
  have hmap : (realDenom L Q).map Complex.ofReal =
      L.map Complex.ofReal * L.map Complex.ofReal
        + ((2 * Q.re : ℝ) : ℂ) • L.map Complex.ofReal
        + (Complex.normSq Q : ℂ) • (1 : Matrix n n ℂ) := by
    ext i j
    by_cases h : i = j <;> simp [realDenom, Matrix.mul_apply, h]
  rw [hmap, ← Complex.add_conj, ← Complex.mul_conj, helmholtz, helmholtz]
  simp only [add_mul, mul_add, smul_mul_assoc, mul_smul_comm, one_mul, mul_one]
  module

/-- For symmetric `L`, the quadratic form of `L² + 2 Re(Q) L + |Q|²` is
`|(L + Re Q) x|² + (Im Q)² |x|²`. -/
theorem realDenom_quadratic {L : Matrix n n ℝ} (hL : L.IsSymm) (Q : ℂ) (x : n → ℝ) :
    x ⬝ᵥ realDenom L Q *ᵥ x =
      (L *ᵥ x + Q.re • x) ⬝ᵥ (L *ᵥ x + Q.re • x) + Q.im ^ 2 * (x ⬝ᵥ x) := by
  -- symmetry moves `L` to the other side of the scalar product
  have h : ∀ z : n → ℝ, x ⬝ᵥ L *ᵥ z = (L *ᵥ x) ⬝ᵥ z := by
    intro z
    rw [Matrix.dotProduct_mulVec, ← Matrix.mulVec_transpose, hL.eq]
  simp only [realDenom, Matrix.add_mulVec, Matrix.smul_mulVec, Matrix.one_mulVec,
    ← Matrix.mulVec_mulVec, dotProduct_add, add_dotProduct, dotProduct_smul,
    smul_dotProduct, smul_eq_mul, Complex.normSq_apply, h]
  ring

/-- For symmetric `L` and non-real `Q`, both `L² + 2 Re(Q) L + |Q|²` and `L + Q`
are invertible. -/
theorem isUnit_realDenom_and_helmholtz {L : Matrix n n ℝ} (hL : L.IsSymm) {Q : ℂ}
    (hQ : Q.im ≠ 0) : IsUnit (realDenom L Q) ∧ IsUnit (helmholtz L Q) := by
  have hD : IsUnit (realDenom L Q) := by
    rw [← Matrix.mulVec_injective_iff_isUnit]
    intro x y hxy
    have h0 : realDenom L Q *ᵥ (x - y) = 0 := by
      rw [Matrix.mulVec_sub]
      exact sub_eq_zero.2 hxy
    have hq := realDenom_quadratic hL Q (x - y)
    rw [h0, dotProduct_zero] at hq
    have hnn : ∀ z : n → ℝ, 0 ≤ z ⬝ᵥ z :=
      fun z => Finset.sum_nonneg fun i _ => mul_self_nonneg (z i)
    have h1 := hnn (L *ᵥ (x - y) + Q.re • (x - y))
    have h2 := mul_nonneg (sq_nonneg Q.im) (hnn (x - y))
    have h3 : Q.im ^ 2 * ((x - y) ⬝ᵥ (x - y)) = 0 := by linarith
    have h4 := (mul_eq_zero.1 h3).resolve_left (pow_ne_zero 2 hQ)
    exact sub_eq_zero.1 (dotProduct_self_eq_zero.1 h4)
  refine ⟨hD, ?_⟩
  -- a right inverse of the product yields a right inverse of its first factor
  have hC : IsUnit ((realDenom L Q).map Complex.ofReal) :=
    hD.map (Complex.ofRealHom.mapMatrix (m := n))
  obtain ⟨B, hB⟩ := hC.exists_right_inv
  have hR : helmholtz L Q * (helmholtz L (conj Q) * B) = 1 := by
    rw [← mul_assoc, helmholtz_mul_conj, hB]
  exact (Matrix.isUnit_iff_isUnit_det _).2 (Matrix.isUnit_det_of_right_inverse hR)

/-- For symmetric `L`, non-real `Q` and real `f`, the operator `L + Q` is invertible, and the
solution of `(L + Q) u = P f` satisfies
`2 Re u = (2 Re(P) L + 2 Re(P conj Q)) (L² + 2 Re(Q) L + |Q|²)⁻¹ f`. -/
theorem two_re_solution {L : Matrix n n ℝ} (hL : L.IsSymm) (P : ℂ) {Q : ℂ}
    (hQ : Q.im ≠ 0) (f : n → ℝ) :
    IsUnit (helmholtz L Q) ∧ IsUnit (realDenom L Q) ∧
      ∀ u : n → ℂ, helmholtz L Q *ᵥ u = P • toC f →
        (fun i => 2 * (u i).re) =
          ((2 * P.re) • L + (2 * (P * conj Q).re) • (1 : Matrix n n ℝ)) *ᵥ
            ((realDenom L Q)⁻¹ *ᵥ f) := by
  obtain ⟨hD, hS⟩ := isUnit_realDenom_and_helmholtz hL hQ
  refine ⟨hS, hD, fun u hu => ?_⟩
  have hg : realDenom L Q *ᵥ ((realDenom L Q)⁻¹ *ᵥ f) = f := by
    rw [Matrix.mulVec_mulVec,
      Matrix.mul_nonsing_inv _ ((Matrix.isUnit_iff_isUnit_det _).1 hD), Matrix.one_mulVec]
  generalize (realDenom L Q)⁻¹ *ᵥ f = g at hg ⊢
  have hreal : (realDenom L Q).map Complex.ofReal *ᵥ toC g = toC (realDenom L Q *ᵥ g) := by
    ext i
    simp [toC, Matrix.mulVec, dotProduct]
  -- the field `P (L + conj Q) g` solves the same equation, hence equals `u`
  have hw : helmholtz L Q *ᵥ (P • (helmholtz L (conj Q) *ᵥ toC g)) = P • toC f := by
    rw [Matrix.mulVec_smul, Matrix.mulVec_mulVec, helmholtz_mul_conj, hreal, hg]
  have huw : u = P • (helmholtz L (conj Q) *ᵥ toC g) :=
    Matrix.mulVec_injective_iff_isUnit.2 hS (hu.trans hw.symm)
  rw [huw, helmholtz_mulVec_toC, Matrix.add_mulVec, Matrix.smul_mulVec,
    Matrix.smul_mulVec, Matrix.one_mulVec]
  ext i
  simp only [toC, Pi.add_apply, Pi.smul_apply, smul_eq_mul, Complex.mul_re, Complex.mul_im,
    Complex.add_re, Complex.add_im, Complex.ofReal_re, Complex.ofReal_im,
    Complex.conj_re, Complex.conj_im]
  ring

/-- For symmetric `L`, non-real `Q_j` and a real `f` with `L f = k f`, the sum of `2 Re u_j` over
the solutions of `(L + Q_j) u_j = P_j f` is `f` multiplied by the sum of the rational functions
`modeKernel P_j Q_j` at `k`. -/
theorem sum_two_re_mode {ι : Type*} (s : Finset ι) {L : Matrix n n ℝ} (hL : L.IsSymm)
    (P Q : ι → ℂ) (hQ : ∀ j ∈ s, (Q j).im ≠ 0) {f : n → ℝ} {k : ℝ} (hf : L *ᵥ f = k • f)
    (u : ι → n → ℂ) (hu : ∀ j ∈ s, helmholtz L (Q j) *ᵥ u j = P j • toC f) (i : n) :
    ∑ j ∈ s, 2 * (u j i).re = (∑ j ∈ s, modeKernel (P j) (Q j) k) * f i := by
  rw [Finset.sum_mul]
  refine Finset.sum_congr rfl fun j hj => ?_
  obtain ⟨-, hD, hsol⟩ := two_re_solution hL (P j) (hQ j hj) f
  have hd : k ^ 2 + 2 * (Q j).re * k + Complex.normSq (Q j) ≠ 0 := by
    have h1 : 0 < (Q j).im ^ 2 := by have := hQ j hj; positivity
    rw [Complex.normSq_apply]
    nlinarith [sq_nonneg (k + (Q j).re)]
  have hDf : realDenom L (Q j) *ᵥ f =
      (k ^ 2 + 2 * (Q j).re * k + Complex.normSq (Q j)) • f := by
    simp only [realDenom, Matrix.add_mulVec, Matrix.smul_mulVec, Matrix.one_mulVec,
      ← Matrix.mulVec_mulVec, hf, Matrix.mulVec_smul]
    module
  -- on this mode the inverse operator is division by a positive number
  have hinv : (realDenom L (Q j))⁻¹ *ᵥ f =
      (k ^ 2 + 2 * (Q j).re * k + Complex.normSq (Q j))⁻¹ • f := by
    have h := congrArg (fun v => (realDenom L (Q j))⁻¹ *ᵥ v) hDf
    simp only [Matrix.mulVec_mulVec, Matrix.mulVec_smul] at h
    rw [Matrix.nonsing_inv_mul _ ((Matrix.isUnit_iff_isUnit_det _).1 hD),
      Matrix.one_mulVec] at h
    rw [eq_inv_smul_iff₀ hd]
    exact h.symm
  have h := congrFun (hsol (u j) (hu j hj)) i
  rw [hinv, Matrix.mulVec_smul, Matrix.add_mulVec, Matrix.smul_mulVec, Matrix.smul_mulVec,
    Matrix.one_mulVec, hf] at h
  simp only [Pi.add_apply, Pi.smul_apply, smul_eq_mul] at h
  rw [h, modeKernel, div_eq_mul_inv]
  ring

/-- If `k` is an eigenvalue of `L`, the operator `L + Q` with the real shift `Q = -k`
is not invertible. -/
theorem not_isUnit_real_shift {L : Matrix n n ℝ} {v : n → ℝ} {k : ℝ} (hv : v ≠ 0)
    (hk : L *ᵥ v = k • v) : ¬ IsUnit (helmholtz L (-(k : ℂ))) := by
  intro h
  have h0 : helmholtz L (-(k : ℂ)) *ᵥ toC v = helmholtz L (-(k : ℂ)) *ᵥ 0 := by
    rw [helmholtz_mulVec_toC, hk, Matrix.mulVec_zero]
    ext i
    simp [toC]
  have h1 : toC v = 0 := Matrix.mulVec_injective_iff_isUnit.2 h h0
  exact hv (funext fun i => Complex.ofReal_eq_zero.1 (congrFun h1 i))

/-- Minus the discrete Laplacian with unit spacing, on a periodic chain of `N` points if `N ≥ 1` and
on the infinite chain of integers if `N = 0`. -/
def minusLaplacian (N : ℕ) : Matrix (ZMod N) (ZMod N) ℝ :=
  Matrix.of fun i j =>
    (if j = i then 2 else 0) - (if j = i + 1 then 1 else 0) - (if j = i - 1 then 1 else 0)

/-- Minus the discrete Laplacian on the periodic chain is symmetric. -/
theorem minusLaplacian_isSymm (N : ℕ) : (minusLaplacian N).IsSymm := by
  refine Matrix.IsSymm.ext fun i j => ?_
  have h1 : i = j + 1 ↔ j = i - 1 :=
    ⟨fun h => by linear_combination -h, fun h => by linear_combination -h⟩
  have h2 : i = j - 1 ↔ j = i + 1 :=
    ⟨fun h => by linear_combination -h, fun h => by linear_combination -h⟩
  have h3 : i = j ↔ j = i := eq_comm
  simp only [minusLaplacian, Matrix.of_apply, h1, h2, h3]
  ring

/-- On the periodic chain, the finite-difference complex Helmholtz equation with non-real `Q`
has exactly one solution for every real source `f`. -/
theorem periodic_chain_existsUnique (N : ℕ) [NeZero N] (P : ℂ) {Q : ℂ} (hQ : Q.im ≠ 0)
    (f : ZMod N → ℝ) :
    ∃! u : ZMod N → ℂ, ∀ i, 2 * u i - u (i + 1) - u (i - 1) + Q * u i = P * f i := by
  have happ : ∀ (u : ZMod N → ℂ) (i : ZMod N), (helmholtz (minusLaplacian N) Q *ᵥ u) i =
      2 * u i - u (i + 1) - u (i - 1) + Q * u i := by
    intro u i
    rw [helmholtz, Matrix.add_mulVec, Matrix.smul_mulVec, Matrix.one_mulVec]
    simp [minusLaplacian, Matrix.mulVec, dotProduct, apply_ite Complex.ofReal, sub_mul,
      ite_mul, Finset.sum_sub_distrib]
  have hS := (isUnit_realDenom_and_helmholtz (minusLaplacian_isSymm N) hQ).2
  refine ⟨(helmholtz (minusLaplacian N) Q)⁻¹ *ᵥ (P • toC f), fun i => ?_, fun w hw => ?_⟩
  · rw [← happ, Matrix.mulVec_mulVec,
      Matrix.mul_nonsing_inv _ ((Matrix.isUnit_iff_isUnit_det _).1 hS), Matrix.one_mulVec]
    rfl
  · have h : helmholtz (minusLaplacian N) Q *ᵥ w = P • toC f :=
      funext fun i => (happ w i).trans (hw i)
    rw [← h, Matrix.mulVec_mulVec,
      Matrix.nonsing_inv_mul _ ((Matrix.isUnit_iff_isUnit_det _).1 hS), Matrix.one_mulVec]

end

end ComplexHelmholtzKernel
```

```lean
#print axioms ComplexHelmholtzKernel.sum_two_re_mode
#print axioms ComplexHelmholtzKernel.not_isUnit_real_shift
#print axioms ComplexHelmholtzKernel.periodic_chain_existsUnique
```

```
'ComplexHelmholtzKernel.sum_two_re_mode' depends on axioms: [propext, Classical.choice, Quot.sound]
'ComplexHelmholtzKernel.not_isUnit_real_shift' depends on axioms: [propext, Classical.choice, Quot.sound]
'ComplexHelmholtzKernel.periodic_chain_existsUnique' depends on axioms: [propext, Classical.choice, Quot.sound]
```

## What the theorems say about the grid

The type `n` labels the points of any finite grid, and `L : Matrix n n ℝ` is any real matrix on it. The hypothesis `L.IsSymm` is the symmetry used above; grid spacing and homogeneous boundary conditions, such as periodic ones or zero boundary values, enter only through L. Nonzero boundary values would add a term to the right-hand side, which is not treated here. `toC f` is the real field f regarded as complex, `helmholtz L Q` is L + Q, and `realDenom L Q` is D. The sign convention is that L is minus the Laplacian and Q is added to it.

`two_re_solution` states that both operators are invertible and that every complex field `u` solving the equation obeys the formula at each grid point. `sum_two_re_mode` treats a source with Lf = k f and a finite set of pairs P_j, Q_j, all Q_j non-real. In it `k` is the eigenvalue of L, not a wave number; if L is minus the Laplacian, it corresponds in the continuum to the wave number squared.

`not_isUnit_real_shift` shows why Q needs some restriction: if k is an eigenvalue of L, then Q = −k makes L + Q singular. Other real shifts are harmless, so non-real Q is sufficient but not necessary.

`minusLaplacian N` is the periodic chain with unit spacing, and `periodic_chain_existsUnique` gives exactly one solution of its explicit difference equation for every N ≥ 1 and every non-real Q.

For orbital-free density-functional calculations, this justifies applying a kernel of this rational form through Helmholtz solves, on a finite grid and with exact linear algebra. The accuracy of a fit, the continuum limit and the convergence of an iterative solver are separate matters.

## How the proof follows the algebra

`helmholtz_mul_conj` is the factorisation: `hmap` carries D over to complex matrices, and `module` collects the terms after expansion. `realDenom_quadratic` is the sum of squares; its inner statement `h` uses symmetry to move L across the scalar product, and `ring` finishes.

`isUnit_realDenom_and_helmholtz` applies the quadratic form to a difference x − y with D(x − y) = 0. `linarith` extracts b²|x − y|² = 0, so D is injective. The factorisation then supplies the right inverse `hR` of L + Q.

In `two_re_solution`, `generalize` names D⁻¹f as `g`, `hw` checks that P(L + conj Q)g solves the equation, and `huw` identifies it with u by injectivity. `helmholtz_mulVec_toC` writes out (L + conj Q)g, after which the real part is taken point by point.

For the eigenvector result, `hd` shows that the denominator is nonzero and `hinv` turns D⁻¹ into division by it. For the chain, `happ` identifies the matrix product with the difference equation, and `minusLaplacian_isSymm` makes the general invertibility result applicable.
